# Multiplying normalised states by exp(iθ(k)) lowers their Berry phase over [0, 2π] by θ(2π) − θ(0)

The Berry phase of a path of states v(k) is taken here as −∫ Im⟨v, ∂ₖv⟩ dk over k from 0 to 2π. The theorem `berryPhase_gauge` says that replacing v(k) by exp(iθ(k)) v(k) changes this number by −(θ(2π) − θ(0)). The path lies in a complex inner product space, v and the real function θ are continuously differentiable, and every v(k) has norm one; neither the states nor the phase factor need be periodic. The proof shows that at each k the new factor adds θ′(k) to Im⟨v, ∂ₖv⟩, then integrates θ′ by the fundamental theorem of calculus.

An attempt in Lean 4 with a fault in it:

```lean
import Mathlib

open scoped Real
open MeasureTheory

noncomputable section

namespace AdiabaticPolarization

variable {H : Type*} [NormedAddCommGroup H] [InnerProductSpace ℂ H]

/-- The Berry phase `-∫ Im⟨v, ∂ₖv⟩ dk` of a path of states over the Brillouin zone `[0, 2π]`. -/
def berryPhase (v : ℝ → H) : ℝ :=
  -∫ k in (0 : ℝ)..(2 * π), (inner ℂ (v k) (deriv v k)).im

/-- Multiplying normalised states by `exp(iθ(k))` lowers the Berry phase by the net change
of `θ` across the Brillouin zone. -/
theorem berryPhase_gauge {v : ℝ → H} (hv : ContDiff ℝ 1 v) (hn : ∀ k, ‖v k‖ = 1)
    {θ : ℝ → ℝ} (hθ : ContDiff ℝ 1 θ) :
    berryPhase (fun k => Complex.exp (θ k * Complex.I) • v k) =
      berryPhase v - (θ (2 * π) - θ 0) := by
  have hθd : ∀ k, HasDerivAt θ (deriv θ k) k :=
    fun k => (hθ.differentiable (by norm_num) k).hasDerivAt
  have hθc : Continuous (deriv θ) := hθ.continuous_deriv (by norm_num)
  have hvc : Continuous (deriv v) := hv.continuous_deriv (by norm_num)
  have hpt : ∀ k, (inner ℂ (Complex.exp (θ k * Complex.I) • v k)
      (deriv (fun k => Complex.exp (θ k * Complex.I) • v k) k)).im =
      (inner ℂ (v k) (deriv v k)).im + deriv θ k := by
    intro k
    have hE := ((hθd k).ofReal_comp.mul_const Complex.I).cexp
    have hvd := (hv.differentiable (by norm_num) k).hasDerivAt
    have hprod : HasDerivAt (fun k => Complex.exp (θ k * Complex.I) • v k) _ k := hE.smul hvd
    have he : (starRingEnd ℂ) (Complex.exp (θ k * Complex.I)) *
        Complex.exp (θ k * Complex.I) = 1 := by
      rw [← Complex.normSq_eq_conj_mul_self, Complex.normSq_eq_norm_sq,
        Complex.norm_exp_ofReal_mul_I]
      simp
    have hvv : inner ℂ (v k) (v k) = (1 : ℂ) := by
      rw [inner_self_eq_norm_sq_to_K, hn]
      simp
    have hin : inner ℂ (Complex.exp (θ k * Complex.I) • v k)
        (deriv (fun k => Complex.exp (θ k * Complex.I) • v k) k) =
        inner ℂ (v k) (deriv v k) + (deriv θ k : ℂ) * Complex.I := by
      rw [hprod.deriv, inner_smul_left, inner_add_right, inner_smul_right,
        inner_smul_right, hvv]
      linear_combination (inner ℂ (v k) (deriv v k) + (deriv θ k : ℂ) * Complex.I) * he
    rw [hin]
    simp
  have hi : Continuous fun k => (inner ℂ (v k) (deriv v k)).im :=
    Complex.continuous_im.comp (hv.continuous.inner hvc)
  simp only [berryPhase, hpt]
  rw [intervalIntegral.integral_add (hi.intervalIntegrable _ _) (hθc.intervalIntegrable _ _),
    intervalIntegral.integral_eq_sub_of_hasDerivAt (fun k _ => hθd k)
      (hθc.intervalIntegrable _ _)]
  ring

end AdiabaticPolarization
```

The compiler's answer:

```
Main.lean:43:43: error: Application type mismatch: The argument
  θ
has type
  ℝ → ℝ
but is expected to have type
  ℝ → ℂ
in the application
  deriv θ
```

As a diff, the version that Lean accepts:

```diff
@@ -41,8 +41,9 @@
     have hin : inner ℂ (Complex.exp (θ k * Complex.I) • v k)
         (deriv (fun k => Complex.exp (θ k * Complex.I) • v k) k) =
-        inner ℂ (v k) (deriv v k) + (deriv θ k : ℂ) * Complex.I := by
+        inner ℂ (v k) (deriv v k) + ((deriv θ k : ℝ) : ℂ) * Complex.I := by
       rw [hprod.deriv, inner_smul_left, inner_add_right, inner_smul_right,
         inner_smul_right, hvv]
-      linear_combination (inner ℂ (v k) (deriv v k) + (deriv θ k : ℂ) * Complex.I) * he
+      linear_combination
+        (inner ℂ (v k) (deriv v k) + ((deriv θ k : ℝ) : ℂ) * Complex.I) * he
     rw [hin]
     simp
```

What went wrong. The error is in the statement of `hin`, at `(deriv θ k : ℂ)`. This was meant to take the real derivative of θ and then view it as a complex number. But a type ascription also tells Lean what type to expect while it reads the expression inside. The result of `deriv f k` has the same type as the values of `f`, so expecting a result in `ℂ` made Lean look for a function `ℝ → ℂ`. It was given `θ : ℝ → ℝ`, and reported the mismatch.

The repair writes `((deriv θ k : ℝ) : ℂ)`. The inner ascription settles that the derivative is real, and the outer one then converts its value to `ℂ`. The same expression occurs in the `linear_combination` line, where it needs the same change; the new line break there is mere tidying.
